# Cheapest Trotter step for phase estimation: a share $1/(p+1)$ for a power-law error

Suppose that a Trotter step $t$ shifts the computed energy up or down by $k t^p$, with $k>0$ and an integer order $p\ge 1$, and that the total energy tolerance is $\varepsilon>0$. Among the steps $t>0$ with $k t^p<\varepsilon$, the cost
$$C(t)=\frac{1}{t\,(\varepsilon-k t^p)}$$
has a unique minimum. It lies where $k t^p=\varepsilon/(p+1)$, and its value is
$$\frac{p+1}{p}\,\bigl((p+1)k\bigr)^{1/p}\,\varepsilon^{-1-1/p}.$$
For a second-order formula, Trotter error should therefore receive one third of the tolerance. In quantum simulation of electronic structure this gives a step size for phase estimation, provided that a single power of $t$ with known $k$ describes the Trotter error and that the Trotter and phase-estimation errors are budgeted to add up to $\varepsilon$.

## What the cost counts

Phase estimation that resolves an energy $\delta$ needs a total evolution time proportional to $1/\delta$. With steps of length $t$ this takes a number of steps proportional to $1/(t\delta)$. If the two errors add up to the tolerance, then $\delta=\varepsilon-k t^p$, which gives $C(t)$.

In Lean 4 with Mathlib:

```lean
import Mathlib

open Real

namespace PhaseEstimationBudget

noncomputable section

/-- The energy error `k t ^ p` of a product formula of order `p` with time step `t`. -/
def trotterError (k : ℝ) (p : ℕ) (t : ℝ) : ℝ := k * t ^ p

/-- The reciprocal of the step `t` times the tolerance left over by the Trotter error, for `t ≠ 0`
and `trotterError k p t ≠ ε`. For a positive step with error below `ε` it models the number of
Trotter steps in phase estimation, up to a constant factor. -/
def cost (k ε : ℝ) (p : ℕ) (t : ℝ) : ℝ := 1 / (t * (ε - trotterError k p t))

/-- The positive time steps whose Trotter error stays below the energy tolerance `ε`. -/
def admissible (k ε : ℝ) (p : ℕ) : Set ℝ := {t | 0 < t ∧ trotterError k p t < ε}

/-- The time step `(ε / ((p + 1) k)) ^ (1 / p)`, for `k > 0`, `ε > 0` and `p ≥ 1`. -/
def optimalStep (k ε : ℝ) (p : ℕ) : ℝ := (ε / ((p + 1) * k)) ^ ((p : ℝ)⁻¹)
```

In the code, `k`, `ε` and `t` are real numbers in fixed units, and `p` is a natural number. The function `trotterError` is $k t^p$, `cost` is $C(t)$, and `admissible` is the set of allowed steps. The explicit minimiser `optimalStep` uses a real power with exponent `(p : ℝ)⁻¹`.

No Hamiltonian appears. The power law, the additive budget and the scaling of phase estimation are assumed, and $k$ is taken as independent of $t$. The order $p$, also where the code speaks of a product formula of order `p`, is the power of $t$ in the energy error. It can be higher than the usual order of the formula: for a Hamiltonian $A+B$, the first-order product $e^{-iAt}e^{-iBt}$ has the same eigenvalues as the second-order product $e^{-iAt/2}e^{-iBt}e^{-iAt/2}$, so its energy error has no term linear in $t$, and $p=1$ would be the wrong choice. The function `cost` counts steps and not gates. The number of gates per step usually differs between product formulas, so the minimal values at different $p$ do not by themselves rank the formulas.

The counter-examples below are worked out in the prose alone.

## Order at least one, and positive steps

The condition $p\ge1$ says that a shorter step reduces the Trotter error. The condition $t>0$ says that a step is a length of evolution time. By hand, both enter through an inequality for two different positive steps $t$ and $s$:
$$(p+1)\,t s^p<t^{p+1}+p\,s^{p+1}.$$

For $p=1$ it reads $2ts<t^2+s^2$, which is $(t-s)^2>0$. Suppose that it holds for $p=n$. Multiplication by $t>0$ gives
$$(n+1)t^2s^n<t^{n+2}+n\,t s^{n+1}.$$
Now add the non-negative square
$$0\le (n+1)s^n(t-s)^2=(n+1)t^2s^n-2(n+1)ts^{n+1}+(n+1)s^{n+2}.$$
The terms $(n+1)t^2s^n$ cancel, and collecting the rest gives
$$(n+2)\,t s^{n+1}<t^{n+2}+(n+1)s^{n+2},$$
which is the inequality for $p=n+1$.

```lean
/-- Strict weighted inequality of arithmetic and geometric means for two different positive
time steps and an order `p ≥ 1`. -/
theorem weighted_means_lt {p : ℕ} (hp : 1 ≤ p) {t s : ℝ} (ht : 0 < t) (hs : 0 < s)
    (hne : t ≠ s) :
    ((p : ℝ) + 1) * t * s ^ p < t ^ (p + 1) + p * s ^ (p + 1) := by
  induction p, hp using Nat.le_induction with
  | base =>
    have h0 : t - s ≠ 0 := sub_ne_zero.2 hne
    have h : 0 < (t - s) ^ 2 := by positivity
    push_cast
    linear_combination h
  | succ n hn ih =>
    -- multiply the previous order by `t` and complete a square
    have h1 := mul_lt_mul_of_pos_left ih ht
    have h2 : 0 ≤ ((n : ℝ) + 1) * s ^ n * (t - s) ^ 2 := by positivity
    push_cast
    linear_combination h1 + h2
```

The proof is the same induction. `Nat.le_induction` starts at one because of `hp`. In the induction step, `h1` is the previous inequality times `t`, `h2` is the square, and `linear_combination` adds them. The hypothesis `hne`, that the steps differ, makes the base case strict; this strictness later becomes uniqueness of the minimum.

Allowing $p=0$ destroys the result. With $k=1$ and $\varepsilon=2$ the error is $1$ for every step, so the cost is $1/t$ and keeps falling as $t$ grows. Requiring only $t\neq0$ is not enough either. With $p=2$ and $k=\varepsilon=1$, the step $t=-1/2$ has error $1/4$ but cost $-8/3$, below the cost of every admissible step.

## A positive prefactor, and an error below the tolerance

The constant $k$ stands for how strongly the chosen splitting of the Hamiltonian disturbs the energy of interest. Requiring $k>0$ means that there is such a disturbance. The condition $k t^p<\varepsilon$ leaves phase estimation a positive tolerance.

Let $s>0$ have the share $k s^p=\varepsilon/(p+1)$, so that $\varepsilon=(p+1)k s^p$. For any other admissible $t$, the inequality above times $k$ gives
$$t(\varepsilon-k t^p)=k\bigl((p+1)t s^p-t^{p+1}\bigr)<k\,p\,s^{p+1}=s(\varepsilon-k s^p).$$
The left side is positive because $t$ is admissible. Taking reciprocals reverses the order, so $C(s)<C(t)$.

```lean
/-- For `k > 0` and order `p ≥ 1`, a positive step `s` that spends the share `ε / (p + 1)` of the
tolerance on Trotter error is strictly cheaper than every other admissible step. -/
theorem cost_lt_of_share {k ε : ℝ} {p : ℕ} (hk : 0 < k) (hp : 1 ≤ p) {s t : ℝ}
    (hs : 0 < s) (hshare : trotterError k p s = ε / (p + 1))
    (ht : t ∈ admissible k ε p) (hne : t ≠ s) :
    cost k ε p s < cost k ε p t := by
  obtain ⟨ht0, hte⟩ := ht
  have hp1 : (p : ℝ) + 1 ≠ 0 := by positivity
  have hε : trotterError k p s * (p + 1) = ε := (eq_div_iff hp1).1 hshare
  unfold cost
  apply one_div_lt_one_div_of_lt (mul_pos ht0 (sub_pos.2 hte))
  -- the product of step and remaining tolerance is largest at `s`
  have h := mul_lt_mul_of_pos_left (weighted_means_lt hp ht0 hs hne) hk
  rw [← hε]
  unfold trotterError
  linear_combination h
```

Here `hshare` is the share condition, and `ht` contains both $t>0$ and the bound on the error. The lemma `one_div_lt_one_div_of_lt` takes the reciprocals and needs the positive product that `ht` supplies. The hypothesis `hk` is used when the weighted inequality is multiplied by `k`.

For a minimum to exist at a given $\varepsilon>0$, the condition $k\ge0$ would be too weak: at $k=0$ the cost is $1/(t\varepsilon)$, which has no minimum over $t>0$. Nor can the bound $k t^p<\varepsilon$ be weakened to $k t^p\neq\varepsilon$. For $k=\varepsilon=1$ and $p=2$, the step $t=2$ overspends the budget and has cost $-1/6$, which is again below every admissible cost.

## A positive energy tolerance

The tolerance $\varepsilon$ is the accuracy demanded of the final energy, and $\varepsilon>0$ makes the demand achievable. By hand, it is what allows $k s^p=\varepsilon/(p+1)$ to be solved for a positive step:
$$s=\left(\frac{\varepsilon}{(p+1)k}\right)^{1/p}.$$

```lean
/-- For `k > 0`, `ε > 0` and `p ≥ 1`, the optimal step is positive and its Trotter error is
`ε / (p + 1)`. -/
theorem optimalStep_share {k ε : ℝ} {p : ℕ} (hk : 0 < k) (hε : 0 < ε) (hp : 1 ≤ p) :
    0 < optimalStep k ε p ∧ trotterError k p (optimalStep k ε p) = ε / (p + 1) := by
  have hx : 0 < ε / (((p : ℝ) + 1) * k) := by positivity
  refine ⟨Real.rpow_pos_of_pos hx _, ?_⟩
  unfold trotterError optimalStep
  rw [Real.rpow_inv_natCast_pow hx.le (by omega)]
  field_simp
```

The proof first shows that the base of the power is positive, which uses `hε` and `hk`. Then `Real.rpow_inv_natCast_pow` undoes the root.

At this step phase estimation keeps $\varepsilon-\varepsilon/(p+1)=\varepsilon p/(p+1)$, so
$$C(s)=\frac{p+1}{p\,\varepsilon\,s}=\frac{p+1}{p}\,\bigl((p+1)k\bigr)^{1/p}\,\varepsilon^{-1-1/p}.$$

```lean
/-- For `k > 0`, `ε > 0` and `p ≥ 1`, the cost at the optimal step is
`((p + 1) / p) ((p + 1) k) ^ (1 / p)` times `ε ^ (-1 - 1 / p)`. -/
theorem cost_optimalStep {k ε : ℝ} {p : ℕ} (hk : 0 < k) (hε : 0 < ε) (hp : 1 ≤ p) :
    cost k ε p (optimalStep k ε p) =
      ((p : ℝ) + 1) / p * (((p : ℝ) + 1) * k) ^ ((p : ℝ)⁻¹) * ε ^ (-1 - (p : ℝ)⁻¹) := by
  have hp0 : (0 : ℝ) < p := by exact_mod_cast hp
  have hp1 : (p : ℝ) + 1 ≠ 0 := by positivity
  have hB0 : 0 < ((p : ℝ) + 1) * k := by positivity
  -- the tolerance left to phase estimation
  have hrest : ε - ε / ((p : ℝ) + 1) = ε * p / (p + 1) := by
    rw [eq_div_iff hp1, sub_mul, div_mul_cancel₀ _ hp1]
    ring
  have hpow : ε ^ (-1 - (p : ℝ)⁻¹) = (ε * ε ^ ((p : ℝ)⁻¹))⁻¹ := by
    rw [show -1 - (p : ℝ)⁻¹ = -(1 + (p : ℝ)⁻¹) by ring, Real.rpow_neg hε.le,
      Real.rpow_add hε, Real.rpow_one]
  have hA := Real.rpow_pos_of_pos hε ((p : ℝ)⁻¹)
  have hB := Real.rpow_pos_of_pos hB0 ((p : ℝ)⁻¹)
  unfold cost
  rw [(optimalStep_share hk hε hp).2, hrest, hpow]
  unfold optimalStep
  rw [Real.div_rpow hε.le hB0.le]
  generalize ε ^ ((p : ℝ)⁻¹) = A at hA ⊢
  generalize (((p : ℝ) + 1) * k) ^ ((p : ℝ)⁻¹) = B at hB ⊢
  field_simp
```

In this proof `hrest` is the remaining tolerance and `hpow` splits the power of $\varepsilon$. `Real.div_rpow` separates the numerator and denominator of the root, and `field_simp` finishes the algebra. For $p=2$ the minimal cost grows as $\varepsilon^{-3/2}$ when the tolerance shrinks.

The next theorem collects existence and uniqueness: the explicit step is admissible, has the stated share and is strictly cheaper than every other admissible step.

```lean
/-- Error budget of phase estimation: for `k > 0`, `ε > 0` and `p ≥ 1`, the optimal step is
admissible, has Trotter error `ε / (p + 1)`, and is strictly cheaper than every other admissible
step. -/
theorem optimal_error_budget {k ε : ℝ} {p : ℕ} (hk : 0 < k) (hε : 0 < ε) (hp : 1 ≤ p) :
    optimalStep k ε p ∈ admissible k ε p ∧
    trotterError k p (optimalStep k ε p) = ε / (p + 1) ∧
    ∀ t ∈ admissible k ε p, t ≠ optimalStep k ε p →
      cost k ε p (optimalStep k ε p) < cost k ε p t := by
  obtain ⟨hpos, hshare⟩ := optimalStep_share hk hε hp
  have hp0 : (0 : ℝ) < p := by exact_mod_cast hp
  refine ⟨⟨hpos, ?_⟩, hshare, fun t ht hne => cost_lt_of_share hk hp hpos hshare ht hne⟩
  rw [hshare]
  exact div_lt_self hε (by linarith)
```

Admissibility follows from $\varepsilon/(p+1)<\varepsilon$, which uses $\varepsilon>0$ and $p\ge1$. The strict comparison is `cost_lt_of_share`. With $\varepsilon\ge0$ alone, existence fails: at $\varepsilon=0$ and $k>0$ no positive step has an error below the tolerance, and the admissible set is empty.

## The error share as a test for optimality

For a given admissible step, least cost and the share $\varepsilon/(p+1)$ are equivalent. If the step has least cost, it must be the explicit step, since any other would be strictly beaten by it; hence it has the right share. If it has the right share, the comparison above makes it cheaper than every other admissible step.

```lean
/-- For `k > 0`, `ε > 0` and `p ≥ 1`, an admissible step has the least cost exactly when its
Trotter error is `ε / (p + 1)`. -/
theorem minimal_iff_share {k ε : ℝ} {p : ℕ} (hk : 0 < k) (hε : 0 < ε) (hp : 1 ≤ p) {t : ℝ}
    (ht : t ∈ admissible k ε p) :
    (∀ s ∈ admissible k ε p, cost k ε p t ≤ cost k ε p s) ↔
      trotterError k p t = ε / (p + 1) := by
  obtain ⟨hmem, hshare, hmin⟩ := optimal_error_budget hk hε hp
  constructor
  · intro h
    by_cases heq : t = optimalStep k ε p
    · rw [heq, hshare]
    · exact absurd (h _ hmem) (not_le_of_gt (hmin t ht heq))
  · intro h s hs
    by_cases heq : s = t
    · rw [heq]
    · exact (cost_lt_of_share hk hp ht.1 h hs heq).le
```

The two `by_cases` splits separate the case of equal steps from the strict comparison. The hypothesis `ht` keeps the candidate inside the budget. At $p=2$ the denominator is three:

```lean
/-- For a second-order formula with `k > 0` and `ε > 0`, an admissible step has the least cost
exactly when its Trotter error is one third of the energy tolerance. -/
theorem second_order_one_third {k ε : ℝ} (hk : 0 < k) (hε : 0 < ε) {t : ℝ}
    (ht : t ∈ admissible k ε 2) :
    (∀ s ∈ admissible k ε 2, cost k ε 2 t ≤ cost k ε 2 s) ↔ trotterError k 2 t = ε / 3 := by
  have h3 : ((2 : ℕ) : ℝ) + 1 = 3 := by norm_num
  rw [minimal_iff_share hk hε (by norm_num) ht, h3]
```

## Half instead of one third at second order

The last theorem compares two given shares. A step $t>0$ spends half of the tolerance on Trotter error, and a step $s>0$ spends one third. From $k t^2=\varepsilon/2$ and $k s^2=\varepsilon/3$ it follows that $s^2=\tfrac23t^2$, and since both steps are positive, $s=t\sqrt6/3$. Therefore
$$\frac{C(t)}{C(s)}=\frac{s\cdot 2\varepsilon/3}{t\cdot\varepsilon/2}=\frac{\sqrt6}{3}\cdot\frac43=\frac{4\sqrt6}{9}\approx1.09.$$
Within this cost model, the equal split takes about nine per cent more Trotter steps than the optimum.

```lean
/-- For a second-order formula with `k > 0`, a positive step `t` that spends half of the tolerance
on Trotter error costs `4 √6 / 9` times as much as a positive step `s` that spends one third. -/
theorem equal_split_cost {k ε t s : ℝ} (hk : 0 < k) (ht : 0 < t) (hs : 0 < s)
    (hhalf : trotterError k 2 t = ε / 2) (hthird : trotterError k 2 s = ε / 3) :
    cost k ε 2 t = 4 * √6 / 9 * cost k ε 2 s := by
  have h6 : √6 ^ 2 = (6 : ℝ) := Real.sq_sqrt (by norm_num)
  have hr : 0 < √(6 : ℝ) := Real.sqrt_pos.2 (by norm_num)
  have hε : 0 < ε := by
    have h : 0 < trotterError k 2 t := mul_pos hk (pow_pos ht 2)
    linarith
  -- the two error shares fix the ratio of the steps
  have hsq : s ^ 2 = (t * √6 / 3) ^ 2 := by
    apply mul_left_cancel₀ hk.ne'
    unfold trotterError at hhalf hthird
    linear_combination hthird - (2 / 3) * hhalf - (k * t ^ 2 / 9) * h6
  have hst : s = t * √6 / 3 := (sq_eq_sq₀ hs.le (by positivity)).1 hsq
  unfold cost
  rw [hhalf, hthird, hst, show ε - ε / 2 = ε / 2 by ring,
    show ε - ε / 3 = 2 * ε / 3 by ring]
  generalize √(6 : ℝ) = r at hr ⊢
  field_simp
  norm_num

end

end PhaseEstimationBudget
```

The hypotheses `hhalf` and `hthird` fix the two shares, and $\varepsilon>0$ is derived from `hhalf`, `hk` and `ht`. The equation `hsq` compares the squares, and `hst` takes the positive root. This is where the signs of the steps matter: replacing $s$ by $-s$ leaves its error share unchanged but reverses the sign of its cost, so $s\neq0$ would not be enough for the stated ratio.

```lean
#print axioms PhaseEstimationBudget.cost_optimalStep
#print axioms PhaseEstimationBudget.optimal_error_budget
#print axioms PhaseEstimationBudget.second_order_one_third
#print axioms PhaseEstimationBudget.equal_split_cost
```

```
'PhaseEstimationBudget.cost_optimalStep' depends on axioms: [propext, Classical.choice, Quot.sound]
'PhaseEstimationBudget.optimal_error_budget' depends on axioms: [propext, Classical.choice, Quot.sound]
'PhaseEstimationBudget.second_order_one_third' depends on axioms: [propext, Classical.choice, Quot.sound]
'PhaseEstimationBudget.equal_split_cost' depends on axioms: [propext, Classical.choice, Quot.sound]
```
